# An orbital with levels below and above it is a saddle point of the energy of a fixed Fock matrix

Orbitals are taken here as real vectors $x$ with $x^Tx=1$, the Fock matrix $F$ is diagonal and does not change with $x$, and a local extremum of $x^TFx$ is judged only against nearby normalised vectors. Under these conditions, a basis orbital with one level strictly below it and one strictly above is stationary but neither a local minimum nor a local maximum.

```lean
import Mathlib

open Filter Topology Matrix

namespace ExcitedOrbitalSaddle

noncomputable section

variable {ι : Type*} [Fintype ι] [DecidableEq ι]

/-- The energy `xᵀ F x` of a real orbital `x` for the diagonal Fock matrix `F = diag(e)`. -/
def energy (e : ι → ℝ) (x : ι → ℝ) : ℝ := x ⬝ᵥ (Matrix.diagonal e *ᵥ x)

/-- The normalised real orbitals: vectors with `xᵀ x = 1`. -/
def unitSphere (ι : Type*) [Fintype ι] : Set (ι → ℝ) := {x | x ⬝ᵥ x = 1}

/-- The `k`-th basis orbital. -/
def orbital (k : ι) : ι → ℝ := Pi.single k 1

/-- The rotation of `x` towards `u` by the angle `t`; it traces a great circle when `x` and `u`
are orthonormal. -/
def greatCircle (x u : ι → ℝ) (t : ℝ) : ι → ℝ := Real.cos t • x + Real.sin t • u

/-- The energy is the sum of the level energies weighted by the squared amplitudes. -/
theorem energy_eq_sum (e x : ι → ℝ) : energy e x = ∑ p, e p * x p ^ 2 := by
  simp only [energy, dotProduct, Matrix.mulVec_diagonal]
  exact Finset.sum_congr rfl fun p _ => by ring

/-- The energy of the `k`-th basis orbital is the level energy `e k`. -/
theorem energy_orbital (e : ι → ℝ) (k : ι) : energy e (orbital k) = e k := by
  rw [energy_eq_sum]
  simp [orbital, Pi.single_apply]

omit [DecidableEq ι] in
/-- Rotating a normalised orbital towards an orthogonal normalised one keeps it normalised. -/
theorem greatCircle_mem {x u : ι → ℝ} (hx : x ∈ unitSphere ι) (hu : u ∈ unitSphere ι)
    (hxu : x ⬝ᵥ u = 0) (t : ℝ) : greatCircle x u t ∈ unitSphere ι := by
  have hx' : x ⬝ᵥ x = 1 := hx
  have hu' : u ⬝ᵥ u = 1 := hu
  have hux : u ⬝ᵥ x = 0 := by rw [dotProduct_comm, hxu]
  change greatCircle x u t ⬝ᵥ greatCircle x u t = 1
  simp only [greatCircle, add_dotProduct, dotProduct_add, smul_dotProduct, dotProduct_smul,
    smul_eq_mul, hx', hu', hux, hxu]
  linear_combination Real.sin_sq_add_cos_sq t

/-- Rotating orbital `k` by the angle `t` towards an orthogonal `u` changes the energy by
`sin² t` times the difference between the energy of `u` and `e k`. -/
theorem energy_greatCircle (e : ι → ℝ) {k : ι} {u : ι → ℝ} (hu : orbital k ⬝ᵥ u = 0) (t : ℝ) :
    energy e (greatCircle (orbital k) u t)
      = e k + Real.sin t ^ 2 * (energy e u - e k) := by
  have huk : u k = 0 := by simpa [orbital] using hu
  -- the cross term vanishes level by level
  have h0 : ∀ p, orbital k p * u p = 0 := by
    intro p
    by_cases h : p = k
    · rw [h, huk, mul_zero]
    · simp [orbital, h]
  have hsplit : energy e (greatCircle (orbital k) u t)
      = Real.cos t ^ 2 * energy e (orbital k) + Real.sin t ^ 2 * energy e u := by
    simp only [energy_eq_sum, Finset.mul_sum, ← Finset.sum_add_distrib]
    refine Finset.sum_congr rfl fun p _ => ?_
    simp only [greatCircle, Pi.add_apply, Pi.smul_apply, smul_eq_mul]
    linear_combination 2 * Real.cos t * Real.sin t * e p * h0 p
  rw [hsplit, energy_orbital]
  linear_combination e k * Real.sin_sq_add_cos_sq t

/-- The slope of the energy at every angle `t` of a rotation of orbital `k` towards an
orthogonal `u`. -/
theorem hasDerivAt_energy (e : ι → ℝ) {k : ι} {u : ι → ℝ} (hu : orbital k ⬝ᵥ u = 0) (t : ℝ) :
    HasDerivAt (fun s => energy e (greatCircle (orbital k) u s))
      (2 * Real.sin t * Real.cos t * (energy e u - e k)) t := by
  simp only [energy_greatCircle e hu]
  have h := (((Real.hasDerivAt_sin t).fun_pow 2).mul_const (energy e u - e k)).const_add (e k)
  exact h.congr_deriv (by norm_num)

/-- The second derivative of the energy at orbital `k`, along a rotation towards an orthogonal
`u`, is twice the difference between the energy of `u` and `e k`. -/
theorem orbital_hessian (e : ι → ℝ) {k : ι} {u : ι → ℝ} (hu : orbital k ⬝ᵥ u = 0) :
    HasDerivAt (deriv fun s => energy e (greatCircle (orbital k) u s))
      (2 * (energy e u - e k)) 0 := by
  rw [funext fun t => (hasDerivAt_energy e hu t).deriv]
  have h := (((Real.hasDerivAt_sin 0).const_mul 2).fun_mul
    (Real.hasDerivAt_cos 0)).mul_const (energy e u - e k)
  exact h.congr_deriv (by simp)

/-- Orbital `k` is a local minimum of the energy on the unit sphere exactly when no level lies
below `e k`. -/
theorem isLocalMinOn_iff (e : ι → ℝ) (k : ι) :
    IsLocalMinOn (energy e) (unitSphere ι) (orbital k) ↔ ∀ p, e k ≤ e p := by
  constructor
  · intro h p
    by_contra hcon
    have hp : e p < e k := not_le.mp hcon
    have hpk : p ≠ k := by
      rintro rfl
      exact lt_irrefl _ hp
    have horth : orbital k ⬝ᵥ orbital p = 0 := by
      simp [orbital, hpk]
    have hmem : ∀ q : ι, orbital q ∈ unitSphere ι := by
      intro q
      change orbital q ⬝ᵥ orbital q = 1
      simp [orbital]
    have hcont : Continuous (greatCircle (orbital k) (orbital p)) := by
      change Continuous fun t : ℝ => Real.cos t • orbital k + Real.sin t • orbital p
      exact (Real.continuous_cos.smul continuous_const).add
        (Real.continuous_sin.smul continuous_const)
    have h0 : greatCircle (orbital k) (orbital p) 0 = orbital k := by simp [greatCircle]
    have hlim : Tendsto (greatCircle (orbital k) (orbital p)) (𝓝 0)
        (𝓝[unitSphere ι] orbital k) := by
      refine tendsto_nhdsWithin_iff.mpr ⟨?_, Eventually.of_forall fun t =>
        greatCircle_mem (hmem k) (hmem p) horth t⟩
      have hc := hcont.tendsto 0
      rwa [h0] at hc
    have h' : ∀ᶠ x in 𝓝[unitSphere ι] orbital k, energy e (orbital k) ≤ energy e x := h
    obtain ⟨ε, hε, hball⟩ := Metric.eventually_nhds_iff.mp (hlim.eventually h')
    -- a small rotation towards the lower level already lowers the energy
    have ht : 0 < min (ε / 2) 1 := lt_min (by linarith) one_pos
    have hsin := Real.sin_pos_of_pos_of_lt_pi ht
      (by linarith [min_le_right (ε / 2) (1 : ℝ), Real.pi_gt_three])
    have hd : dist (min (ε / 2) 1) 0 < ε := by
      rw [Real.dist_eq, sub_zero, abs_of_pos ht]
      linarith [min_le_left (ε / 2) (1 : ℝ)]
    have hle := hball hd
    rw [energy_greatCircle e horth, energy_orbital, energy_orbital] at hle
    nlinarith [mul_pos (pow_pos hsin 2) (sub_pos.mpr hp)]
  · intro h
    have hmin : ∀ᶠ x in 𝓝[unitSphere ι] orbital k, energy e (orbital k) ≤ energy e x := by
      filter_upwards [self_mem_nhdsWithin] with x hx
      have hx' : ∑ p, x p * x p = 1 := hx
      rw [energy_orbital, energy_eq_sum]
      calc e k = ∑ p, e k * x p ^ 2 := by
            rw [← Finset.mul_sum]
            simp only [pow_two, hx', mul_one]
        _ ≤ ∑ p, e p * x p ^ 2 := Finset.sum_le_sum fun p _ =>
            mul_le_mul_of_nonneg_right (h p) (sq_nonneg _)
    exact hmin

/-- Orbital `k` is a local maximum of the energy on the unit sphere exactly when no level lies
above `e k`. -/
theorem isLocalMaxOn_iff (e : ι → ℝ) (k : ι) :
    IsLocalMaxOn (energy e) (unitSphere ι) (orbital k) ↔ ∀ p, e p ≤ e k := by
  -- reversing the sign of the Fock matrix exchanges maxima and minima
  have hneg : ∀ x, energy (fun p => -e p) x = -energy e x := by
    intro x
    simp only [energy_eq_sum, neg_mul, Finset.sum_neg_distrib]
  have hiff : IsLocalMaxOn (energy e) (unitSphere ι) (orbital k) ↔
      IsLocalMinOn (energy fun p => -e p) (unitSphere ι) (orbital k) := by
    simp only [IsLocalMaxOn, IsLocalMinOn, IsMaxFilter, IsMinFilter, hneg, neg_le_neg_iff]
  rw [hiff, isLocalMinOn_iff]
  simp only [neg_le_neg_iff]

/-- An orbital with one level below it and one above is stationary under rotation towards every
orthogonal `u`, yet is neither a local minimum nor a local maximum on the unit sphere. -/
theorem excited_orbital_saddle (e : ι → ℝ) {p k q : ι} (hlow : e p < e k) (hhigh : e k < e q) :
    (∀ u, orbital k ⬝ᵥ u = 0 →
      HasDerivAt (fun t => energy e (greatCircle (orbital k) u t)) 0 0) ∧
    ¬ IsLocalMinOn (energy e) (unitSphere ι) (orbital k) ∧
    ¬ IsLocalMaxOn (energy e) (unitSphere ι) (orbital k) := by
  refine ⟨fun u hu => (hasDerivAt_energy e hu 0).congr_deriv (by simp), ?_, ?_⟩
  · rw [isLocalMinOn_iff]
    exact fun h => not_le_of_gt hlow (h p)
  · rw [isLocalMaxOn_iff]
    exact fun h => not_le_of_gt hhigh (h q)

/-- For `F = diag(a, b, c)` with `a < b < c`, the middle orbital is stationary under rotation
towards every orthogonal `u`, yet is neither a local minimum nor a local maximum. -/
theorem three_level_saddle {a b c : ℝ} (hab : a < b) (hbc : b < c) :
    (∀ u, orbital (1 : Fin 3) ⬝ᵥ u = 0 →
      HasDerivAt (fun t => energy ![a, b, c] (greatCircle (orbital 1) u t)) 0 0) ∧
    ¬ IsLocalMinOn (energy ![a, b, c]) (unitSphere (Fin 3)) (orbital 1) ∧
    ¬ IsLocalMaxOn (energy ![a, b, c]) (unitSphere (Fin 3)) (orbital 1) :=
  excited_orbital_saddle ![a, b, c] (p := 0) (k := 1) (q := 2)
    (by simpa using hab) (by simpa using hbc)

end

end ExcitedOrbitalSaddle
```

```lean
#print axioms ExcitedOrbitalSaddle.orbital_hessian
#print axioms ExcitedOrbitalSaddle.excited_orbital_saddle
#print axioms ExcitedOrbitalSaddle.three_level_saddle
```

```
'ExcitedOrbitalSaddle.orbital_hessian' depends on axioms: [propext, Classical.choice, Quot.sound]
'ExcitedOrbitalSaddle.excited_orbital_saddle' depends on axioms: [propext, Classical.choice, Quot.sound]
'ExcitedOrbitalSaddle.three_level_saddle' depends on axioms: [propext, Classical.choice, Quot.sound]
```

## Stationary points and extrema on the sphere

The finite type `ι` labels the levels, and `e p` is the level energy $e_p$. The function `energy e` is $E(x)=x^TFx$ with $F=\mathrm{diag}(e_p)$, and `orbital k` is the basis vector $\varphi_k$. The set `unitSphere ι` is defined by the dot product, so it is the Euclidean sphere.

For a unit vector $u$ orthogonal to $\varphi_k$, `greatCircle` is the orbital rotation

$$x(t)=\cos t\,\varphi_k+\sin t\,u .$$

`excited_orbital_saddle` assumes $e_p<e_k<e_q$ for some $p$ and $q$. It concludes that $E(x(t))$ has zero derivative at $t=0$ for every orthogonal $u$, and that $\varphi_k$ is neither a local minimum (`IsLocalMinOn`) nor a local maximum (`IsLocalMaxOn`) on the sphere. The derivative statement also admits $u$ of other lengths, for which the curve is not a great circle.

`three_level_saddle` is the case $F=\mathrm{diag}(a,b,c)$ with $a<b<c$. Lean counts from 0, so the middle orbital is `orbital 1`.

## One electron in a fixed field

The model describes a single electron in a fixed effective potential, in the basis that diagonalises $F$. Complex orbitals, several occupied orbitals and the dependence of $F$ on the orbitals are left out.

In an SCF program, a stability analysis looks for negative eigenvalues of the orbital Hessian at a converged solution. If it finds one, the orbitals can be rotated along that eigenvector and the optimisation restarted. In this one-electron model with fixed $F$, the curvature towards $\varphi_p$ is $2(e_p-e_k)$; in a real SCF calculation the Hessian also contains the response of $F$ to the rotation.

## Energy along a rotation

Written out, the energy is $E(x)=\sum_p e_p x_p^2$ (`energy_eq_sum`), so $E(\varphi_k)=e_k$ (`energy_orbital`). The rotation stays normalised, since

$$x(t)^Tx(t)=\cos^2t+2\sin t\cos t\,\varphi_k^Tu+\sin^2t=1 ,$$

which is `greatCircle_mem`.

Orthogonality means $u_k=0$, so $(\varphi_k)_p\,u_p=0$ for every $p$; this is `h0` in `energy_greatCircle`. The cross term $2\sin t\cos t\sum_p e_p(\varphi_k)_pu_p$ therefore vanishes, and

$$E(x(t))=\cos^2t\,e_k+\sin^2t\,E(u)=e_k+\sin^2t\,\bigl(E(u)-e_k\bigr).$$

The slope is $2\sin t\cos t\,(E(u)-e_k)$ (`hasDerivAt_energy`), which is zero at $t=0$. Differentiating again gives the curvature $2(E(u)-e_k)$ there (`orbital_hessian`).

Take levels $(-2,-1,3)$ and start from the middle orbital. Rotating by $t=\pi/6$, where $\sin^2t=1/4$, gives

- towards the lowest level, $x=(1/2,\sqrt3/2,0)$ and $E=-1-1/4=-1.25$;
- towards the highest level, $x=(0,\sqrt3/2,1/2)$ and $E=-1+4/4=0$.

The curvatures at $t=0$ are $-2$ and $8$.

## From the rotation to the saddle

`isLocalMinOn_iff` states that $\varphi_k$ is a local minimum exactly when $e_k\le e_p$ for all $p$.

Suppose first that some $e_p<e_k$, and rotate towards $u=\varphi_p$. The energy changes by $\sin^2t\,(e_p-e_k)$, which is negative for $0<t<\pi$, and $x(t)\to\varphi_k$ as $t\to0$. Lower energies thus occur arbitrarily close to $\varphi_k$. In Lean, `hlim` expresses this approach within the sphere. It turns the assumed local minimum into an inequality for all angles smaller than some $\varepsilon$, and the angle $\min(\varepsilon/2,1)$ contradicts it.

Conversely, if no level lies below $e_k$, then on the whole sphere

$$E(x)=\sum_p e_px_p^2\ \ge\ e_k\sum_p x_p^2=e_k ,$$

which is the `calc` block.

For maxima, `isLocalMaxOn_iff` replaces every $e_p$ by $-e_p$. This reverses the sign of $E$ (`hneg`), so the criterion becomes $e_p\le e_k$ for all $p$. A level below $e_k$ violates the first criterion and a level above it violates the second, which together with the zero slope gives `excited_orbital_saddle`.
